# Frozen-core excess energy in a harmonic model: a constant plus terms that vanish with the environment force

A frozen core can be misjudged in two ways. Part of its excess energy is the same in every environment and cancels from energy differences, so the total energy may make the core look worse than it is for energy differences. Assuming that all of the excess cancels misses the part that changes with the environment.

The two parts separate exactly if the core energy is quadratic with a positive definite stiffness and the environment acts as a linear force. Let $A$ be the stiffness matrix, $b$ the force in the reference atom and $tw$ the force added by the environment, with $t$ its strength. The relaxed reference core is $c_0=A^{-1}b$, and the frozen core is $c_0+d$, with the same displacement $d$ from $c_0$ in every environment. Its energy above the relaxed minimum is

$$\tfrac12\,d\cdot Ad-t\,d\cdot w+\tfrac12 t^2\,w\cdot A^{-1}w .$$

The first term is independent of the environment, and the only term linear in $d$ carries a factor $t$.

## A harmonic core under a linear force

The core is described by finitely many real amplitudes, labelled by the index type `n`. Vectors such as $b$, $w$ and $d$ are functions `n → ℝ`.

```lean
import Mathlib

open Matrix

namespace FrozenCoreExcess

noncomputable section

variable {n : Type*} [Fintype n] [DecidableEq n]
```

Under a force $f$, a core $c$ has the energy

$$E(f,c)=\tfrac12\,c\cdot Ac-f\cdot c .$$

This fixes the sign of the force and the factor one half. In Lean, `⬝ᵥ` is the dot product and `*ᵥ` applies a matrix to a vector. The environment changes only the force: the stiffness stays fixed, and the model has neither anharmonic terms nor orthonormality constraints on core orbitals, nor a valence density that responds to the core.

```lean
/-- Energy of a harmonic core with amplitudes `c`, stiffness matrix `A` and linear force `f`. -/
def coreEnergy (A : Matrix n n ℝ) (f c : n → ℝ) : ℝ :=
  c ⬝ᵥ A *ᵥ c / 2 - f ⬝ᵥ c
```

For symmetric invertible $A$, the gradient $Ac-f$ vanishes only at $c=A^{-1}f$. This is the relaxed core when $A$ is positive definite.

```lean
/-- The vector `A⁻¹ f`, which is the relaxed core under the force `f` when the stiffness matrix `A`
is positive definite. -/
def relaxedCore (A : Matrix n n ℝ) (f : n → ℝ) : n → ℝ :=
  A⁻¹ *ᵥ f
```

The theorems about relaxation assume `A.PosDef`, which for a real matrix includes symmetry. Physically, every nonzero distortion of the core costs harmonic energy, so the core is stable. The determinant is then positive, $A$ is invertible, and $A(A^{-1}f)=f$: the restoring force balances the applied one.

```lean
/-- For a positive definite stiffness, the restoring force of the relaxed core balances the
applied force. -/
theorem mulVec_relaxedCore {A : Matrix n n ℝ} (hA : A.PosDef) (f : n → ℝ) :
    A *ᵥ relaxedCore A f = f := by
  have hdet : IsUnit A.det := isUnit_iff_ne_zero.mpr hA.det_pos.ne'
  rw [relaxedCore, Matrix.mulVec_mulVec, Matrix.mul_nonsing_inv _ hdet, Matrix.one_mulVec]
```

## Energy as distance from the relaxed core

Symmetry lets the matrix move across the dot product:

$$x\cdot Ay=(A^{\mathsf T}x)\cdot y=(Ax)\cdot y=y\cdot Ax .$$

The proof obtains $A^{\mathsf T}=A$ from the Hermitian part of positive definiteness.

```lean
omit [DecidableEq n] in
/-- A positive definite real stiffness couples two core displacements symmetrically. -/
theorem stiffness_symm {A : Matrix n n ℝ} (hA : A.PosDef) (x y : n → ℝ) :
    x ⬝ᵥ A *ᵥ y = y ⬝ᵥ A *ᵥ x := by
  have hT : Aᵀ = A := by
    rw [← Matrix.conjTranspose_eq_transpose_of_trivial]
    exact hA.isHermitian
  rw [Matrix.dotProduct_mulVec, ← Matrix.mulVec_transpose, hT, dotProduct_comm]
```

Write $r=A^{-1}f$, so that $Ar=f$. Then

$$E(f,c)-E(f,r)=\tfrac12\,c\cdot Ac-f\cdot c+\tfrac12\,f\cdot r .$$

Since $r\cdot Ac=c\cdot Ar=c\cdot f$, expanding the harmonic energy of the displacement gives the same expression:

$$\tfrac12(c-r)\cdot A(c-r)=\tfrac12\left(c\cdot Ac-2f\cdot c+f\cdot r\right).$$

In the proof, `simp only` expands both sides, and `linear_combination s / 2` supplies the symmetry of the cross terms.

```lean
/-- For a positive definite stiffness, the energy of any core above that of the relaxed core is
the harmonic energy of its displacement from the relaxed core. -/
theorem coreEnergy_sub_relaxed {A : Matrix n n ℝ} (hA : A.PosDef) (f c : n → ℝ) :
    coreEnergy A f c - coreEnergy A f (relaxedCore A f) =
      (c - relaxedCore A f) ⬝ᵥ A *ᵥ (c - relaxedCore A f) / 2 := by
  have h := mulVec_relaxedCore hA f
  have s := stiffness_symm hA (relaxedCore A f) c
  rw [h] at s
  simp only [coreEnergy, Matrix.mulVec_sub, sub_dotProduct, dotProduct_sub, h]
  rw [dotProduct_comm f c, dotProduct_comm f (relaxedCore A f)]
  linear_combination s / 2
```

If $c\ne r$, the displacement is nonzero and its harmonic energy is positive. The relaxed core is therefore the unique minimizer.

```lean
/-- For a positive definite stiffness, every core other than the relaxed one has strictly higher
energy. -/
theorem relaxedCore_lt {A : Matrix n n ℝ} (hA : A.PosDef) (f : n → ℝ) {c : n → ℝ}
    (hc : c ≠ relaxedCore A f) :
    coreEnergy A f (relaxedCore A f) < coreEnergy A f c := by
  have hp := hA.dotProduct_mulVec_pos (sub_ne_zero.mpr hc)
  simp only [star_trivial] at hp
  have he := coreEnergy_sub_relaxed hA f c
  linarith
```

The least energy thus exists and is attained at $r$. `IsLeast (Set.range (coreEnergy A f))` says that a number is the energy of some core and is no larger than the energy of any other. The proof treats $c=r$ separately and uses the strict inequality elsewhere.

```lean
/-- For a positive definite stiffness, the energy of the relaxed core is the least core energy. -/
theorem relaxedCore_isLeast {A : Matrix n n ℝ} (hA : A.PosDef) (f : n → ℝ) :
    IsLeast (Set.range (coreEnergy A f)) (coreEnergy A f (relaxedCore A f)) := by
  refine ⟨⟨relaxedCore A f, rfl⟩, ?_⟩
  rintro _ ⟨c, rfl⟩
  by_cases hc : c = relaxedCore A f
  · rw [← hc]
  · exact (relaxedCore_lt hA f hc).le
```

## The excess in one environment

Now write $E_t(c)=E(b+tw,c)$ and let $m$ be its least value, as the hypothesis `hm` states. With $u=A^{-1}w$, the frozen core is displaced from the core relaxed in the environment by

$$c_0+d-A^{-1}(b+tw)=d-tu .$$

Because $Au=w$ and $u\cdot Ad=d\cdot Au=d\cdot w$,

$$\begin{aligned}
E_t(c_0+d)-m&=\tfrac12(d-tu)\cdot A(d-tu)\\
&=\tfrac12\left(d\cdot Ad-t\,d\cdot w-t\,u\cdot Ad+t^2u\cdot w\right)\\
&=\tfrac12\,d\cdot Ad-t\,d\cdot w+\tfrac12t^2\,w\cdot A^{-1}w .
\end{aligned}$$

The theorem states this identity for all real $t$ and all vectors $b$, $w$ and $d$; neither $t$ nor $d$ has to be small. In its proof, `hm.unique` identifies $m$ with the relaxed energy, `hr` is the displacement formula, and the last line combines the two cross terms.

```lean
/-- Let the stiffness `A` be positive definite and let `m` be the least core energy in the
environment `t`, where the force is `b + t w`. The frozen core, which is the relaxed core of the
force `b` displaced by `d`, lies above `m` by the constant `d·Ad/2`, a cross term `-t d·w` and
the relaxation energy `t² w·A⁻¹w/2`. -/
theorem frozenCore_excess {A : Matrix n n ℝ} (hA : A.PosDef) (b w d : n → ℝ) {t m : ℝ}
    (hm : IsLeast (Set.range (coreEnergy A (b + t • w))) m) :
    coreEnergy A (b + t • w) (relaxedCore A b + d) - m =
      d ⬝ᵥ A *ᵥ d / 2 - t * (d ⬝ᵥ w) + t ^ 2 * (w ⬝ᵥ A⁻¹ *ᵥ w) / 2 := by
  -- displacement of the frozen core from the core relaxed in the environment
  have hr : relaxedCore A b + d - relaxedCore A (b + t • w) = d - t • relaxedCore A w := by
    simp only [relaxedCore, Matrix.mulVec_add, Matrix.mulVec_smul]
    module
  have h := mulVec_relaxedCore hA w
  have s := stiffness_symm hA (relaxedCore A w) d
  rw [h] at s
  have hc : w ⬝ᵥ A⁻¹ *ᵥ w = relaxedCore A w ⬝ᵥ w := dotProduct_comm _ _
  rw [hm.unique (relaxedCore_isLeast hA (b + t • w)), coreEnergy_sub_relaxed hA, hr]
  -- expand the harmonic energy of that displacement
  simp only [Matrix.mulVec_sub, Matrix.mulVec_smul, sub_dotProduct, dotProduct_sub,
    smul_dotProduct, dotProduct_smul, smul_eq_mul, h]
  linear_combination (-(t / 2)) * s - (t ^ 2 / 2) * hc
```

## What survives in an energy difference

Take a second environment of strength $s$ with least energy $k$. Subtracting the two excesses removes $d\cdot Ad/2$ and leaves the frozen-core error of the energy difference:

$$[E_t(c_0+d)-E_s(c_0+d)]-(m-k)=-(t-s)\,d\cdot w+\tfrac12(t^2-s^2)\,w\cdot A^{-1}w .$$

For frozen-core electronic-structure calculations, this finite harmonic model with one environment parameter shows how a large total-energy offset can coexist with a small error in an energy difference. Even with $d=0$, the relaxation term generally remains.

```lean
/-- For a positive definite stiffness, the frozen-core error of the energy difference between the
environments `t` and `s`, with forces `b + t w` and `b + s w` and least energies `m` and `k`, is
`-(t - s) d·w + (t² - s²) w·A⁻¹w/2`. It has no term quadratic in the displacement `d` of the frozen
core from the relaxed core of the force `b`. -/
theorem frozenCore_difference {A : Matrix n n ℝ} (hA : A.PosDef) (b w d : n → ℝ)
    {t s m k : ℝ} (hm : IsLeast (Set.range (coreEnergy A (b + t • w))) m)
    (hk : IsLeast (Set.range (coreEnergy A (b + s • w))) k) :
    (coreEnergy A (b + t • w) (relaxedCore A b + d) -
        coreEnergy A (b + s • w) (relaxedCore A b + d)) - (m - k) =
      -(t - s) * (d ⬝ᵥ w) + (t ^ 2 - s ^ 2) * (w ⬝ᵥ A⁻¹ *ᵥ w) / 2 := by
  linear_combination frozenCore_excess hA b w d hm - frozenCore_excess hA b w d hk
```

The influence of $d$ can be isolated by comparing frozen cores $c$ and $c+d$. The quadratic energy of a fixed core is the same in both environments, so

$$E_t(c)-E_s(c)=(s-t)\,w\cdot c .$$

Displacing the core by $d$ changes this difference by $(s-t)\,d\cdot w$. For $s\ne t$, the change vanishes exactly when $d\cdot w=0$. With $c=c_0$, the displaced core $c+d$ is the frozen core considered above. No condition on $A$ is needed, since the stiffness energy has already cancelled; `key` records the remaining product.

```lean
omit [DecidableEq n] in
/-- Displacing a frozen core `c` by `d` leaves its energy difference between two distinct
environments unchanged exactly when `d` is orthogonal to the environment force `w`. -/
theorem difference_unchanged_iff (A : Matrix n n ℝ) (b w c d : n → ℝ) {t s : ℝ} (h : s ≠ t) :
    coreEnergy A (b + t • w) (c + d) - coreEnergy A (b + s • w) (c + d) =
      coreEnergy A (b + t • w) c - coreEnergy A (b + s • w) c ↔ d ⬝ᵥ w = 0 := by
  have key : (coreEnergy A (b + t • w) (c + d) - coreEnergy A (b + s • w) (c + d)) -
      (coreEnergy A (b + t • w) c - coreEnergy A (b + s • w) c) = (s - t) * (d ⬝ᵥ w) := by
    rw [dotProduct_comm d w]
    simp only [coreEnergy, add_dotProduct, dotProduct_add, smul_dotProduct, smul_eq_mul]
    ring
  rw [← sub_eq_zero, key, mul_eq_zero]
  exact or_iff_right (sub_ne_zero.mpr h)
```

## When the frozen core is exact

The core relaxed in environment $t$ is $c_0+tA^{-1}w$. Since the minimizer is unique, $E_t(c_0+d)=m$ holds exactly when

$$d=tA^{-1}w .$$

The forward direction of the proof assumes another displacement and contradicts the strict inequality; the reverse direction substitutes the response.

```lean
/-- For a positive definite stiffness, the frozen core reaches the least energy `m` in the
environment `t` exactly when its displacement `d` equals the linear core response `t A⁻¹w`. -/
theorem frozenCore_exact_iff {A : Matrix n n ℝ} (hA : A.PosDef) (b w d : n → ℝ) {t m : ℝ}
    (hm : IsLeast (Set.range (coreEnergy A (b + t • w))) m) :
    coreEnergy A (b + t • w) (relaxedCore A b + d) = m ↔ d = t • (A⁻¹ *ᵥ w) := by
  have hr : relaxedCore A (b + t • w) = relaxedCore A b + t • (A⁻¹ *ᵥ w) := by
    simp only [relaxedCore, Matrix.mulVec_add, Matrix.mulVec_smul]
  rw [hm.unique (relaxedCore_isLeast hA (b + t • w))]
  constructor
  · intro h
    by_contra hd
    -- any other displacement costs energy, because the minimizer is unique
    have hlt := relaxedCore_lt hA (b + t • w) (c := relaxedCore A b + d)
      (fun e => hd (add_left_cancel (e.trans hr)))
    exact absurd h hlt.ne'
  · intro h
    rw [h, hr]

end

end FrozenCoreExcess
```

With a single amplitude, $A$ is a number $a>0$, and the excess becomes

$$\frac{(ad-tw)^2}{2a}.$$

If $d$ and $w$ are nonzero, this frozen core is wrong by $ad^2/2$ in the reference atom and exact at $t=ad/w$. Its error in the reference atom therefore does not settle its error elsewhere.

```lean
#print axioms FrozenCoreExcess.frozenCore_excess
-- 'FrozenCoreExcess.frozenCore_excess' depends on axioms: [propext, Classical.choice, Quot.sound]
#print axioms FrozenCoreExcess.frozenCore_difference
-- 'FrozenCoreExcess.frozenCore_difference' depends on axioms: [propext, Classical.choice, Quot.sound]
#print axioms FrozenCoreExcess.difference_unchanged_iff
-- 'FrozenCoreExcess.difference_unchanged_iff' depends on axioms: [propext, Classical.choice, Quot.sound]
#print axioms FrozenCoreExcess.frozenCore_exact_iff
-- 'FrozenCoreExcess.frozenCore_exact_iff' depends on axioms: [propext, Classical.choice, Quot.sound]
```
